# A commutator residual with one column per orbital detects stationarity when the gauge overlap is invertible

Let the columns of $\Psi$, a complex $n\times m$ matrix, be orthonormal occupied orbitals, and let $P=\Psi\Psi^\dagger$ be their density matrix. Let $H$ be a Hermitian $n\times n$ matrix and $G$ a fixed $n\times m$ gauge matrix for which $\Psi^\dagger G$ is invertible. Then

$$(HP-PH)G=0\quad\Longleftrightarrow\quad HP=PH .$$

The condition on the right says that $P$ is stationary, since $i\hbar\,dP/dt=HP-PH$. The projected orbitals $\Phi=PG$ do not change when $\Psi$ is replaced by $\Psi U$ with $U$ unitary, and they determine the density matrix through $P=\Phi(\Phi^\dagger\Phi)^{-1}\Phi^\dagger$.

In a self-consistent field calculation with a basis much larger than the number of orbitals, $\Phi$ and the residual are thus $n\times m$ arrays that can stand in for $n\times n$ ones at a single iterate; convergence of the iteration is a separate question.

## Orbitals, density matrix and residual

The finite type `n` labels the basis functions and `m` the occupied orbitals. The basis is orthonormal, so no overlap matrix between basis functions appears, and every orbital in $\Psi$ has occupation one.

```lean
import Mathlib

open Matrix

namespace ProjectedOrbitalGauge

variable {n m : Type*} [Fintype n] [Fintype m] [DecidableEq m]
```

The density matrix is a definition, with `ᴴ` denoting the conjugate transpose.

```lean
/-- The density matrix `P = Ψ Ψᴴ` of the orbitals in the columns of `Ψ`. -/
def density {n m : Type*} [Fintype m] (Ψ : Matrix n m ℂ) : Matrix n n ℂ := Ψ * Ψᴴ
```

Multiplying it by $G$ projects each gauge column onto the occupied space.

```lean
/-- The projected orbitals `Φ = P G`, for a gauge matrix `G` with as many columns as `Ψ`. -/
def projected {n m : Type*} [Fintype n] [Fintype m] (Ψ G : Matrix n m ℂ) : Matrix n m ℂ :=
  density Ψ * G
```

The residual is the commutator applied to the same columns. Here $H$ is a given matrix. In a mean-field problem it would be the Hamiltonian built from the current density, and the statements below apply to that pair $(H,P)$.

```lean
/-- The commutator residual `(H P - P H) G`, compressed to the columns of `G`. -/
def residual {n m : Type*} [Fintype n] [Fintype m] (H : Matrix n n ℂ) (Ψ G : Matrix n m ℂ) :
    Matrix n m ℂ :=
  (H * density Ψ - density Ψ * H) * G
```

## Orbital rotations leave Φ unchanged

A unitary rotation of the orbitals cancels in the density matrix:

$$(\Psi U)(\Psi U)^\dagger=\Psi\,UU^\dagger\,\Psi^\dagger=\Psi\Psi^\dagger .$$

Since $\Phi$ depends on $\Psi$ only through $P$, it is unchanged too. Neither orthonormality nor an invertible overlap is needed, and the theorem assumes neither. In the proof, `hP` is the displayed line.

```lean
/-- The projected orbitals are unchanged when the orbitals are mixed by a unitary matrix. -/
theorem projected_unitary_invariant (Ψ G : Matrix n m ℂ) {U : Matrix m m ℂ}
    (hU : U ∈ Matrix.unitaryGroup m ℂ) : projected (Ψ * U) G = projected Ψ G := by
  have hU' : U * Uᴴ = 1 := Matrix.mem_unitaryGroup_iff.mp hU
  have hP : density (Ψ * U) = density Ψ := by
    calc density (Ψ * U) = Ψ * (U * Uᴴ) * Ψᴴ := by
          simp only [density, Matrix.conjTranspose_mul, Matrix.mul_assoc]
      _ = density Ψ := by rw [hU', Matrix.mul_one, density]
  simp only [projected, hP]
```

## Recovering the density matrix

Write $M=\Psi^\dagger G$ for the $m\times m$ overlap of the orbitals with the gauge columns. Regrouping the product gives

$$\Phi=\Psi\Psi^\dagger G=\Psi M .$$

```lean
omit [DecidableEq m] in
/-- The projected orbitals are the orbitals `Ψ` mixed by the overlap matrix `Ψᴴ G`. -/
theorem projected_eq (Ψ G : Matrix n m ℂ) : projected Ψ G = Ψ * (Ψᴴ * G) := by
  simp only [projected, density, Matrix.mul_assoc]
```

With $\Psi^\dagger\Psi=1$, written `Ψᴴ * Ψ = 1` in Lean, the Gram matrix of the projected orbitals is

$$\Phi^\dagger\Phi=M^\dagger\Psi^\dagger\Psi M=M^\dagger M,\qquad \det(\Phi^\dagger\Phi)=|\det M|^2 .$$

It is therefore invertible exactly when $M$ is. Physically, invertibility of $M$ means that no nonzero occupied state is orthogonal to every column of $G$. Lean expresses it as `IsUnit (Ψᴴ * G)`. The proof establishes the Gram identity as `hgram` and then compares determinants.

```lean
/-- For orthonormal orbitals, the Gram matrix of the projected orbitals is invertible exactly
when the overlap `Ψᴴ G` is. -/
theorem gram_isUnit_iff {Ψ : Matrix n m ℂ} (hΨ : Ψᴴ * Ψ = 1) (G : Matrix n m ℂ) :
    IsUnit ((projected Ψ G)ᴴ * projected Ψ G) ↔ IsUnit (Ψᴴ * G) := by
  have hgram : (projected Ψ G)ᴴ * projected Ψ G = (Ψᴴ * G)ᴴ * (Ψᴴ * G) := by
    rw [projected_eq, Matrix.conjTranspose_mul Ψ (Ψᴴ * G), Matrix.mul_assoc,
      ← Matrix.mul_assoc Ψᴴ Ψ, hΨ, Matrix.one_mul]
  rw [hgram, Matrix.isUnit_iff_isUnit_det, Matrix.isUnit_iff_isUnit_det, Matrix.det_mul,
    Matrix.det_conjTranspose, isUnit_iff_ne_zero, isUnit_iff_ne_zero]
  simp only [ne_eq, mul_eq_zero, star_eq_zero, or_self]
```

If $M$ is invertible, inserting $\Phi=\Psi M$ gives

$$\Phi(\Phi^\dagger\Phi)^{-1}\Phi^\dagger
=\Psi M\,M^{-1}(M^\dagger)^{-1}\,M^\dagger\Psi^\dagger
=\Psi\Psi^\dagger=P .$$

The proof replaces the overlap by a single symbol `M`, splits the inverse of the product with `Matrix.mul_inv_rev`, and cancels the two pairs in the final `calc`.

```lean
/-- For orthonormal orbitals with invertible overlap `Ψᴴ G`, the density matrix is recovered
from the projected orbitals as `P = Φ (Φᴴ Φ)⁻¹ Φᴴ`. -/
theorem density_eq_of_projected {Ψ G : Matrix n m ℂ} (hΨ : Ψᴴ * Ψ = 1)
    (hG : IsUnit (Ψᴴ * G)) :
    density Ψ = projected Ψ G * ((projected Ψ G)ᴴ * projected Ψ G)⁻¹ * (projected Ψ G)ᴴ := by
  have hd : IsUnit (Ψᴴ * G).det := (Matrix.isUnit_iff_isUnit_det _).mp hG
  rw [projected_eq]
  generalize Ψᴴ * G = M at hd
  have hd' : IsUnit (Mᴴ).det := by
    rw [Matrix.det_conjTranspose]
    exact hd.star
  have hgram : (Ψ * M)ᴴ * (Ψ * M) = Mᴴ * M := by
    rw [Matrix.conjTranspose_mul, Matrix.mul_assoc, ← Matrix.mul_assoc Ψᴴ Ψ, hΨ,
      Matrix.one_mul]
  rw [hgram, Matrix.mul_inv_rev, Matrix.conjTranspose_mul]
  -- the mixing matrix cancels on both sides
  symm
  calc Ψ * M * (M⁻¹ * (Mᴴ)⁻¹) * (Mᴴ * Ψᴴ)
      = Ψ * (M * M⁻¹) * ((Mᴴ)⁻¹ * Mᴴ) * Ψᴴ := by simp only [Matrix.mul_assoc]
    _ = density Ψ := by
      rw [Matrix.mul_nonsing_inv _ hd, Matrix.nonsing_inv_mul _ hd', Matrix.mul_one,
        Matrix.mul_one, density]
```

Now take two orthonormal sets $\Psi_1,\Psi_2$ and one gauge matrix $G$. Equal density matrices give equal projected orbitals at once. Conversely, suppose that the projected orbitals agree and that $\Psi_1^\dagger G$ is invertible. The common Gram matrix is then invertible, which makes $\Psi_2^\dagger G$ invertible as well, and the recovery formula returns the same $P$ from both sets. The invertibility assumption is accordingly placed on the first set alone.

```lean
/-- Two sets of orthonormal orbitals, the first with invertible overlap with `G`, have the same
projected orbitals exactly when they have the same density matrix. -/
theorem projected_eq_iff_density_eq {Ψ₁ Ψ₂ G : Matrix n m ℂ} (h₁ : Ψ₁ᴴ * Ψ₁ = 1)
    (h₂ : Ψ₂ᴴ * Ψ₂ = 1) (hG : IsUnit (Ψ₁ᴴ * G)) :
    projected Ψ₁ G = projected Ψ₂ G ↔ density Ψ₁ = density Ψ₂ := by
  constructor
  · intro h
    -- the second overlap is invertible because the Gram matrices agree
    have hG₂ : IsUnit (Ψ₂ᴴ * G) := by
      rw [← gram_isUnit_iff h₂, ← h]
      exact (gram_isUnit_iff h₁ G).mpr hG
    rw [density_eq_of_projected h₁ hG, density_eq_of_projected h₂ hG₂, h]
  · intro h
    simp only [projected, h]
```

## Commuting with P means preserving the occupied space

For Hermitian $H$ and orthonormal $\Psi$,

$$HP=PH\quad\Longleftrightarrow\quad H\Psi=PH\Psi .$$

The right-hand side says that $H$ maps occupied states to occupied states. If $H$ and $P$ commute, then $P\Psi=\Psi$ gives $PH\Psi=HP\Psi=H\Psi$. In the other direction, multiplying $H\Psi=PH\Psi$ by $\Psi^\dagger$ on the right gives

$$HP=PHP .$$

Both $H$ and $P$ are Hermitian, so the adjoint of this equation is $PH=PHP$. The two right-hand sides coincide, hence $HP=PH$. In Lean these two equations are `e` and `e'`.

```lean
/-- For Hermitian `H` and orthonormal orbitals, `H` commutes with the density matrix exactly
when `H Ψ = P H Ψ`, that is, when `H` maps the occupied space into itself. -/
theorem commute_iff_invariant {H : Matrix n n ℂ} {Ψ : Matrix n m ℂ} (hH : H.IsHermitian)
    (hΨ : Ψᴴ * Ψ = 1) :
    H * density Ψ = density Ψ * H ↔ H * Ψ = density Ψ * (H * Ψ) := by
  have hD : (density Ψ)ᴴ = density Ψ := by
    simp only [density, Matrix.conjTranspose_mul, Matrix.conjTranspose_conjTranspose]
  have hDΨ : density Ψ * Ψ = Ψ := by
    rw [density, Matrix.mul_assoc, hΨ, Matrix.mul_one]
  constructor
  · intro h
    rw [← Matrix.mul_assoc, ← h, Matrix.mul_assoc, hDΨ]
  · intro h
    have e : H * density Ψ = density Ψ * (H * density Ψ) := by
      calc H * density Ψ = H * Ψ * Ψᴴ := by rw [density, Matrix.mul_assoc]
        _ = density Ψ * (H * Ψ) * Ψᴴ := by rw [← h]
        _ = density Ψ * (H * density Ψ) := by simp only [density, Matrix.mul_assoc]
    -- the adjoint relation gives the other half of the commutator
    have e' := congrArg Matrix.conjTranspose e
    simp only [Matrix.conjTranspose_mul, hH.eq, hD] at e'
    rw [Matrix.mul_assoc] at e'
    exact e.trans e'.symm
```

## From a vanishing residual to a vanishing commutator

One direction is immediate: a zero commutator gives a zero residual. For the other, let $(HP-PH)G=0$, that is, $HPG=PHG$. Using $P^2=P$ and then the same equation once more,

$$HPG=PHG=P(PHG)=P(HPG).$$

Since $PG=\Psi M$, this reads

$$H\Psi M=PH\Psi M .$$

Cancelling $M$ on the right leaves $H\Psi=PH\Psi$, and the preceding equivalence gives $HP=PH$. The proof calls the equation before cancellation `key` and the one after it `key'`; idempotency of $P$ is `hDD`.

```lean
/-- For Hermitian `H`, orthonormal orbitals and invertible overlap `Ψᴴ G`, the compressed
residual `(H P - P H) G` vanishes exactly when `H` commutes with the density matrix. -/
theorem residual_eq_zero_iff {H : Matrix n n ℂ} {Ψ G : Matrix n m ℂ} (hH : H.IsHermitian)
    (hΨ : Ψᴴ * Ψ = 1) (hG : IsUnit (Ψᴴ * G)) :
    residual H Ψ G = 0 ↔ H * density Ψ = density Ψ * H := by
  have hd : IsUnit (Ψᴴ * G).det := (Matrix.isUnit_iff_isUnit_det _).mp hG
  constructor
  · intro h
    rw [residual, Matrix.sub_mul, sub_eq_zero] at h
    have hDD : density Ψ * density Ψ = density Ψ := by
      calc density Ψ * density Ψ = Ψ * (Ψᴴ * Ψ) * Ψᴴ := by
            simp only [density, Matrix.mul_assoc]
        _ = density Ψ := by rw [hΨ, Matrix.mul_one, density]
    have key : H * Ψ * (Ψᴴ * G) = density Ψ * (H * Ψ) * (Ψᴴ * G) := by
      calc H * Ψ * (Ψᴴ * G) = H * density Ψ * G := by simp only [density, Matrix.mul_assoc]
        _ = density Ψ * density Ψ * H * G := by rw [hDD, h]
        _ = density Ψ * (density Ψ * H * G) := by simp only [Matrix.mul_assoc]
        _ = density Ψ * (H * density Ψ * G) := by rw [h]
        _ = density Ψ * (H * Ψ) * (Ψᴴ * G) := by simp only [density, Matrix.mul_assoc]
    -- cancel the invertible overlap
    have key' := congrArg (fun X => X * (Ψᴴ * G)⁻¹) key
    simp only [Matrix.mul_nonsing_inv_cancel_right _ _ hd] at key'
    exact (commute_iff_invariant hH hΨ).mpr key'
  · intro h
    rw [residual, h, sub_self, Matrix.zero_mul]
```

## A nonzero residual on two sites

Take one particle on two coupled sites, with

$$H=\begin{pmatrix}0&1\\1&0\end{pmatrix},\qquad
\Psi=\begin{pmatrix}1\\0\end{pmatrix},\qquad
G=\begin{pmatrix}1\\1\end{pmatrix}.$$

The overlap is $\Psi^\dagger G=1$, and

$$(HP-PH)G=\begin{pmatrix}0&-1\\1&0\end{pmatrix}\begin{pmatrix}1\\1\end{pmatrix}
=\begin{pmatrix}-1\\1\end{pmatrix}.$$

For the normalised gauge vector $G/\sqrt2$, the overlap is $1/\sqrt2$ and the residual is $(-1,1)^{T}/\sqrt2$. All the hypotheses hold here and the orbital is not stationary. Lean refutes a zero residual by reading off its first entry.

```lean
/-- On two coupled sites, an orbital on the first site and the uniform gauge vector meet the
hypotheses of `residual_eq_zero_iff`, and the residual is nonzero. -/
theorem residual_witness {H : Matrix (Fin 2) (Fin 2) ℂ} {Ψ G : Matrix (Fin 2) (Fin 1) ℂ}
    (hH : H = !![0, 1; 1, 0]) (hΨ : Ψ = !![1; 0]) (hG : G = !![1; 1]) :
    H.IsHermitian ∧ Ψᴴ * Ψ = 1 ∧ IsUnit (Ψᴴ * G) ∧ residual H Ψ G ≠ 0 := by
  subst hH hΨ hG
  refine ⟨?_, ?_, ?_, ?_⟩
  · apply Matrix.IsHermitian.ext
    intro i j
    fin_cases i <;> fin_cases j <;> simp
  · ext i j
    fin_cases i
    fin_cases j
    simp [Matrix.mul_apply, Fin.sum_univ_succ]
  · have h : (!![1; 0] : Matrix (Fin 2) (Fin 1) ℂ)ᴴ *
        (!![1; 1] : Matrix (Fin 2) (Fin 1) ℂ) = 1 := by
      ext i j
      fin_cases i
      fin_cases j
      simp [Matrix.mul_apply, Fin.sum_univ_succ]
    rw [h]
    exact isUnit_one
  · intro h
    have hD : density (!![1; 0] : Matrix (Fin 2) (Fin 1) ℂ) = !![1, 0; 0, 0] := by
      ext i j
      simp only [density, Matrix.mul_apply, Matrix.conjTranspose_apply]
      fin_cases i <;> fin_cases j <;> simp
    have h0 := congrFun (congrFun h 0) 0
    simp only [residual, hD, Matrix.mul_apply, Matrix.sub_apply, Fin.sum_univ_two] at h0
    simp at h0
```

## A gauge vector that misses the occupied orbital

Add a third, uncoupled site. Keep the orbital on the first site and put the normalised gauge vector on the third:

$$HP-PH=\begin{pmatrix}0&-1&0\\1&0&0\\0&0&0\end{pmatrix},\qquad
G=\begin{pmatrix}0\\0\\1\end{pmatrix}.$$

The residual $(HP-PH)G$ is zero although $H$ and $P$ do not commute. The overlap $\Psi^\dagger G$ is zero, so the main theorem does not apply: normalising $G$ is no substitute for an invertible overlap. The proof computes $P$, checks each entry of the residual, and tells $HP$ from $PH$ by their entries in the second row and first column.

```lean
/-- On three sites with the first two coupled, an orbital on the first site and a normalized
gauge vector on the third give zero residual, though `H` and `P` do not commute. -/
theorem residual_zero_without_overlap {H : Matrix (Fin 3) (Fin 3) ℂ}
    {Ψ G : Matrix (Fin 3) (Fin 1) ℂ} (hH : H = !![0, 1, 0; 1, 0, 0; 0, 0, 0])
    (hΨ : Ψ = !![1; 0; 0]) (hG : G = !![0; 0; 1]) :
    residual H Ψ G = 0 ∧ H * density Ψ ≠ density Ψ * H := by
  subst hH hΨ hG
  have hD : density (!![1; 0; 0] : Matrix (Fin 3) (Fin 1) ℂ) =
      !![1, 0, 0; 0, 0, 0; 0, 0, 0] := by
    ext i j
    simp only [density, Matrix.mul_apply, Matrix.conjTranspose_apply]
    fin_cases i <;> fin_cases j <;> simp
  constructor
  · ext i j
    simp only [residual, hD, Matrix.mul_apply, Matrix.sub_apply, Fin.sum_univ_three]
    fin_cases i <;> fin_cases j <;> simp
  · intro h
    have h0 := congrFun (congrFun h 1) 0
    simp only [hD, Matrix.mul_apply, Fin.sum_univ_three] at h0
    simp at h0

end ProjectedOrbitalGauge
```

```lean
#print axioms ProjectedOrbitalGauge.projected_unitary_invariant
#print axioms ProjectedOrbitalGauge.projected_eq_iff_density_eq
#print axioms ProjectedOrbitalGauge.residual_eq_zero_iff
#print axioms ProjectedOrbitalGauge.residual_zero_without_overlap
```

```
'ProjectedOrbitalGauge.projected_unitary_invariant' depends on axioms: [propext, Classical.choice, Quot.sound]
'ProjectedOrbitalGauge.projected_eq_iff_density_eq' depends on axioms: [propext, Classical.choice, Quot.sound]
'ProjectedOrbitalGauge.residual_eq_zero_iff' depends on axioms: [propext, Classical.choice, Quot.sound]
'ProjectedOrbitalGauge.residual_zero_without_overlap' depends on axioms: [propext, Classical.choice, Quot.sound]
```
